# An illuminated ideal solar cell has exactly one maximum-power voltage

Q: I write \(v\) for the forward bias divided by the thermal voltage \(k_BT/q\), \(I_L\) for the photocurrent and \(I_0\) for the saturation current of the diode. Current counts as positive when the cell drives it through the load. Does the Lean code follow the same conventions?

A: It does. The two currents appear as real numbers `IL` and `I0`, measured in any common unit, and the bias is a real number `v`.

```lean
import Mathlib

open Set

namespace IdealSolarCell

noncomputable section
```

The current delivered at bias \(v\) is

\[
J(v) = I_L - I_0\,(e^{v} - 1).
\]

The photocurrent is a constant supplied by the light. The subtracted term is the dark current of an ideal diode, whose scale \(I_0\) is set by recombination in the unlit device.

```lean
/-- Current delivered by an ideal solar cell with photocurrent `IL` and diode saturation
current `I0`, at bias `v` in units of the thermal voltage. -/
def current (IL I0 v : ℝ) : ℝ := IL - I0 * (Real.exp v - 1)
```

Q: And the power?

A: It is \(P(v) = v\,J(v)\), in units of current times thermal voltage. Multiply by \(k_BT/q\) to get watts from amperes.

```lean
/-- Electrical power delivered at bias `v`, in units of current times thermal voltage. -/
def power (IL I0 v : ℝ) : ℝ := v * current IL I0 v
```

The last definition is the open-circuit voltage, \(V_{oc} = \ln(1 + I_L/I_0)\), again in thermal voltages.

```lean
/-- Open-circuit voltage in units of the thermal voltage, for `IL ≥ 0` and `I0 > 0`. -/
def openCircuit (IL I0 : ℝ) : ℝ := Real.log (1 + IL / I0)
```

Q: Here I have my first doubt. You have called a logarithm `openCircuit`. A name proves nothing about where the current vanishes.

A: Agreed, so let us rewrite the current. Since \(I_0\,(I_L/I_0) = I_L\) for \(I_0 \neq 0\),

\[
J(v) = I_0\left(1 + \frac{I_L}{I_0} - e^{v}\right).
\]

The bracket is zero exactly when \(e^v = 1 + I_L/I_0\), which for positive currents means \(v = V_{oc}\). The lemma `current_eq` is this rewriting. Its proof establishes the cancellation as `h` and leaves the rest to linear algebra.

```lean
/-- The current is the saturation current times the result of subtracting `exp v` from `1 + IL /
I0`. -/
theorem current_eq {IL I0 : ℝ} (h0 : I0 ≠ 0) (v : ℝ) :
    current IL I0 v = I0 * ((1 + IL / I0) - Real.exp v) := by
  have h : I0 * (IL / I0) = IL := by field_simp
  unfold current
  linear_combination (-1) * h
```

Q: Does the code then tie \(V_{oc}\) to the behaviour of the cell?

A: Yes, through the sign of the power. For \(I_L, I_0 > 0\), the theorem `power_pos_iff` says that \(P(v) > 0\) if and only if \(0 < v < V_{oc}\), for every real \(v\).

The argument goes as follows. If \(v < V_{oc}\), then \(e^v < 1 + I_L/I_0\), so \(J(v) > 0\). With \(v > 0\) as well, the product is positive. Conversely, suppose \(P(v) > 0\). If \(v\) were zero or negative, it would lie below \(V_{oc}\), the current would be positive, and the product could not be positive. So \(v > 0\). If \(v\) were at or above \(V_{oc}\), the current would be zero or negative, and again the product could not be positive. In the proof, `hpos` is the statement about the current below open circuit, and the two uses of `by_contra` are the two excluded cases.

```lean
/-- The illuminated cell delivers positive power exactly at biases strictly between zero
and the open-circuit voltage. -/
theorem power_pos_iff {IL I0 : ℝ} (hL : 0 < IL) (h0 : 0 < I0) (v : ℝ) :
    0 < power IL I0 v ↔ 0 < v ∧ v < openCircuit IL I0 := by
  have hr : 0 < IL / I0 := div_pos hL h0
  have hV : 0 < openCircuit IL I0 := Real.log_pos (by linarith)
  have hexp : Real.exp (openCircuit IL I0) = 1 + IL / I0 := Real.exp_log (by linarith)
  -- below open circuit the current is positive
  have hpos : v < openCircuit IL I0 → 0 < current IL I0 v := by
    intro h
    have h1 := Real.exp_lt_exp.2 h
    rw [current_eq h0.ne']
    exact mul_pos h0 (by linarith)
  unfold power
  constructor
  · intro h
    have hv : 0 < v := by
      by_contra hn
      have hn' : v ≤ 0 := not_lt.1 hn
      have hc := hpos (by linarith)
      nlinarith
    refine ⟨hv, ?_⟩
    by_contra hn
    have h1 := Real.exp_le_exp.2 (not_lt.1 hn)
    have hc : current IL I0 v ≤ 0 := by
      rw [current_eq h0.ne']
      nlinarith
    nlinarith
  · rintro ⟨hv, hlt⟩
    exact mul_pos hv (hpos hlt)
```

Q: Now the maximum. I would set the derivative to zero. Where does that happen?

A: The product rule gives

\[
P'(v) = I_0\left(1 + \frac{I_L}{I_0} - e^{v}\right) - I_0\,v\,e^{v}
= I_0\left(1 + \frac{I_L}{I_0} - (1+v)\,e^{v}\right),
\]

so the stationary points are the solutions of

\[
(1+v)\,e^{v} = 1 + \frac{I_L}{I_0}.
\]

I will call this the maximum-power equation. The Lean proof of `hasDerivAt_power` writes the power in the factored form, applies the product rule through `fun_mul`, and lets `ring` collect the terms.

```lean
/-- The slope of the power-voltage curve is
`I0 * ((1 + IL / I0) - (1 + v) * exp v)`. -/
theorem hasDerivAt_power {IL I0 : ℝ} (h0 : I0 ≠ 0) (v : ℝ) :
    HasDerivAt (power IL I0)
      (I0 * ((1 + IL / I0) - (1 + v) * Real.exp v)) v := by
  have hf : power IL I0 = fun y => y * (I0 * ((1 + IL / I0) - Real.exp y)) := by
    funext y
    rw [power, current_eq h0]
  rw [hf]
  have h := (hasDerivAt_id' v).fun_mul
    (((Real.hasDerivAt_exp v).const_sub (1 + IL / I0)).const_mul I0)
  refine h.congr_deriv ?_
  change 1 * (I0 * ((1 + IL / I0) - Real.exp v)) + v * (I0 * (-Real.exp v)) = _
  ring
```

Q: A stationary point need not be a maximum, let alone a global one. Do you go on to the second derivative?

A: No. The derivative shows where the equation comes from, but the optimality proof does not use it. It uses the fact that the exponential lies above its tangents. Let \(m\) solve the maximum-power equation, and let \(v \ge 0\). From \(e^{x} \ge 1 + x\) with \(x = v - m\), multiplied by \(e^m\), we get

\[
e^{v} \ge e^{m}(1 + v - m).
\]

Replace \(1 + I_L/I_0\) by \((1+m)e^m\) in the power, and then use this bound:

\[
\begin{aligned}
P(v) &= I_0\,v\left((1+m)e^{m} - e^{v}\right)\\
&\le I_0\,v\,e^{m}\left((1+m) - (1+v-m)\right)\\
&= I_0\,e^{m}\,(2mv - v^2)\\
&= I_0\,e^{m}\left(m^2 - (v-m)^2\right).
\end{aligned}
\]

At \(v = m\) the first line gives \(P(m) = I_0\,m^2e^{m}\) exactly. Therefore

\[
P(v) + I_0\,e^{m}(v-m)^2 \le P(m).
\]

Operating away from \(m\) costs at least a quadratic amount of power.

Q: Where did you need \(v \ge 0\)?

A: In the second line, where the tangent bound is multiplied by \(v\). A negative \(v\) would reverse the inequality. In `mismatch_loss` the tangent bound is `hk`, and `h` is that bound multiplied by the nonnegative number \(I_0 v\). The rewrite with `← hm` inserts the maximum-power equation, and `linarith` finishes the algebra.

```lean
/-- If `m` solves the maximum-power equation, operating at another bias `v ≥ 0` costs at
least `I0 * exp m * (v - m) ^ 2` in power. -/
theorem mismatch_loss {IL I0 m v : ℝ} (h0 : 0 < I0)
    (hm : (1 + m) * Real.exp m = 1 + IL / I0) (hv : 0 ≤ v) :
    power IL I0 v + I0 * Real.exp m * (v - m) ^ 2 ≤ power IL I0 m := by
  -- the exponential lies above its tangent at m
  have hk : Real.exp m * (v - m + 1) ≤ Real.exp v := by
    calc Real.exp m * (v - m + 1) ≤ Real.exp m * Real.exp (v - m) :=
          mul_le_mul_of_nonneg_left (Real.add_one_le_exp (v - m)) (Real.exp_pos m).le
      _ = Real.exp v := by
          rw [← Real.exp_add]
          congr 1
          ring
  have h := mul_nonneg (mul_nonneg h0.le hv) (sub_nonneg.2 hk)
  unfold power
  rw [current_eq h0.ne', current_eq h0.ne', ← hm]
  linarith
```

Q: All of that assumes that \(m\) exists.

A: Existence follows from the intermediate value theorem. Put \(g(v) = (1+v)e^v\), which is continuous. At short circuit, \(g(0) = 1 < 1 + I_L/I_0\), because there is light. At open circuit,

\[
g(V_{oc}) = (1 + V_{oc})\left(1 + \frac{I_L}{I_0}\right) > 1 + \frac{I_L}{I_0},
\]

because \(V_{oc} > 0\). So some \(m\) strictly between \(0\) and \(V_{oc}\) satisfies \(g(m) = 1 + I_L/I_0\).

Q: Then read me the main theorem in words. I want to see whether it really says "unique maximizer".

A: For \(I_L > 0\) and \(I_0 > 0\), there is a real number \(m\) with \(0 < m < V_{oc}\) such that two equivalences hold for every \(v \ge 0\). First, \(v\) maximizes the power over all nonnegative biases exactly when \(v = m\). Secondly, \(v\) solves the maximum-power equation exactly when \(v = m\).

The set `Ici 0` is the half-line \([0,\infty)\). The expression `IsMaxOn (power IL I0) (Ici 0) v` says that \(P(w) \le P(v)\) for every \(w \ge 0\). By itself it does not say that \(v\) lies in the half-line; the separate condition `0 ≤ v` in the theorem says that. Taking \(v = m\) in the first equivalence shows that \(m\) is a maximizer, and the other direction excludes every competitor.

Q: So the comparison is with all forward biases, including those beyond open circuit?

A: Yes, it is a global comparison on the half-line. Reverse bias poses no threat either: by `power_pos_iff` the power there is never positive, whereas at \(m\) it is.

Q: How does the proof get uniqueness of the root? I would have shown that \(g\) is increasing.

A: That works too, but the mismatch bound already contains the answer. If \(v \ge 0\) and \(P(v) \ge P(m)\), the quadratic loss must vanish, so \(v = m\). This is `key`. The bound also shows that every root of the equation is a global maximizer, which is `hmax`. A second root \(v \ge 0\) would therefore satisfy \(P(v) \ge P(m)\), and `key` makes it equal to \(m\). The final lines of the proof assemble the four implications from these two facts and `hm`, which says that \(m\) itself solves the equation.

```lean
/-- The power of an illuminated ideal cell on `v ≥ 0` has exactly one maximizer; it lies
strictly between zero and the open-circuit voltage, and it is the only `v ≥ 0` with
`(1 + v) * exp v = 1 + IL / I0`. -/
theorem unique_maximum_power_point {IL I0 : ℝ} (hL : 0 < IL) (h0 : 0 < I0) :
    ∃ m, 0 < m ∧ m < openCircuit IL I0 ∧
      ∀ v, 0 ≤ v →
        (IsMaxOn (power IL I0) (Ici 0) v ↔ v = m) ∧
        ((1 + v) * Real.exp v = 1 + IL / I0 ↔ v = m) := by
  have hr : 0 < IL / I0 := div_pos hL h0
  have hV : 0 < openCircuit IL I0 := Real.log_pos (by linarith)
  have hexp : Real.exp (openCircuit IL I0) = 1 + IL / I0 := Real.exp_log (by linarith)
  -- a root exists between short circuit and open circuit
  have hcont : ContinuousOn (fun v : ℝ => (1 + v) * Real.exp v)
      (Icc 0 (openCircuit IL I0)) :=
    ((continuous_const.add continuous_id).mul Real.continuous_exp).continuousOn
  have hmem : 1 + IL / I0 ∈ Ioo ((1 + (0 : ℝ)) * Real.exp 0)
      ((1 + openCircuit IL I0) * Real.exp (openCircuit IL I0)) := by
    rw [hexp, Real.exp_zero]
    constructor
    · linarith
    · nlinarith [mul_pos hV hr]
  obtain ⟨m, ⟨hm0, hmV⟩, hm'⟩ := intermediate_value_Ioo hV.le hcont hmem
  have hm : (1 + m) * Real.exp m = 1 + IL / I0 := hm'
  -- no other bias `v ≥ 0` reaches the same power
  have key : ∀ v, 0 ≤ v → power IL I0 m ≤ power IL I0 v → v = m := by
    intro v hv hle
    by_contra hne
    have hd : v - m ≠ 0 := sub_ne_zero.2 hne
    have hp : 0 < I0 * Real.exp m * (v - m) ^ 2 := by positivity
    linarith [mismatch_loss h0 hm hv]
  -- the power at every root is at least the power at any `w ≥ 0`
  have hmax : ∀ v, (1 + v) * Real.exp v = 1 + IL / I0 →
      ∀ w, 0 ≤ w → power IL I0 w ≤ power IL I0 v := by
    intro v hv w hw
    have hp : 0 ≤ I0 * Real.exp v * (w - v) ^ 2 := by positivity
    linarith [mismatch_loss h0 hv hw]
  refine ⟨m, hm0, hmV, fun v hv => ⟨⟨fun h => ?_, fun h => ?_⟩, ⟨fun h => ?_, fun h => ?_⟩⟩⟩
  · exact key v hv (isMaxOn_iff.1 h m hm0.le)
  · rw [h]
    exact isMaxOn_iff.2 fun w hw => hmax m hm w hw
  · exact key v hv (hmax v h m hm0.le)
  · rw [h]
    exact hm
```

Q: Once I have \(m\), do I still need the exponential formula with its two large terms to get the output?

A: No, the equation simplifies it. Substituting \((1+m)e^m\) for \(1 + I_L/I_0\) gives

\[
J(m) = I_0\left((1+m)e^m - e^m\right) = I_0\,m\,e^{m},
\qquad
P(m) = m\,J(m) = I_0\,m^2e^{m}.
\]

The theorem `output_at_maximum` states both. It asks only for \(I_0 \neq 0\) and for \(m\) to solve the equation, so it applies to the operating point of the main theorem.

```lean
/-- At a solution `m` of the maximum-power equation the current is `I0 * m * exp m` and
the power is `I0 * m ^ 2 * exp m`. -/
theorem output_at_maximum {IL I0 m : ℝ} (h0 : I0 ≠ 0)
    (hm : (1 + m) * Real.exp m = 1 + IL / I0) :
    current IL I0 m = I0 * m * Real.exp m ∧
      power IL I0 m = I0 * m ^ 2 * Real.exp m := by
  have hc : current IL I0 m = I0 * m * Real.exp m := by
    rw [current_eq h0, ← hm]
    ring
  refine ⟨hc, ?_⟩
  rw [power, hc]
  ring
```

Q: The equation is transcendental. Can you say where \(m\) lies more precisely than "between zero and open circuit"?

A: Take logarithms of both sides. For \(m > 0\),

\[
\ln(1+m) + m = V_{oc},
\qquad\text{so}\qquad
m = V_{oc} - \ln(1+m).
\]

Since \(\ln(1+m) > 0\), we have \(m < V_{oc}\), and hence \(\ln(1+m) < \ln(1+V_{oc})\). This yields the bracket

\[
V_{oc} - \ln(1+V_{oc}) < m < V_{oc}.
\]

The theorem `voltage_at_maximum` states the identity and the lower bound; the upper bound is already in the main theorem. In its proof, `hV` is the logarithm of the maximum-power equation, and `hlt` is the comparison of the two logarithms. For simulation practice with this resistance-free one-diode model, the bracket supplies starting endpoints for a bisection search for the maximum power point.

```lean
/-- A positive solution `m` of the maximum-power equation lies below the open-circuit
voltage by `log (1 + m)`, and by less than `log (1 + openCircuit IL I0)`. -/
theorem voltage_at_maximum {IL I0 m : ℝ} (hm0 : 0 < m)
    (hm : (1 + m) * Real.exp m = 1 + IL / I0) :
    m = openCircuit IL I0 - Real.log (1 + m) ∧
      openCircuit IL I0 - Real.log (1 + openCircuit IL I0) < m := by
  have h1 : 0 < 1 + m := by linarith
  have hV : openCircuit IL I0 = Real.log (1 + m) + m := by
    rw [openCircuit, ← hm, Real.log_mul h1.ne' (Real.exp_pos m).ne', Real.log_exp]
  have hlog : 0 < Real.log (1 + m) := Real.log_pos (by linarith)
  have hlt : Real.log (1 + m) < Real.log (1 + openCircuit IL I0) :=
    Real.log_lt_log h1 (by linarith)
  constructor <;> linarith

end

end IdealSolarCell
```

```lean
#print axioms IdealSolarCell.hasDerivAt_power
#print axioms IdealSolarCell.unique_maximum_power_point
#print axioms IdealSolarCell.output_at_maximum
#print axioms IdealSolarCell.voltage_at_maximum
```

```
'IdealSolarCell.hasDerivAt_power' depends on axioms: [propext, Classical.choice, Quot.sound]
'IdealSolarCell.unique_maximum_power_point' depends on axioms: [propext, Classical.choice, Quot.sound]
'IdealSolarCell.output_at_maximum' depends on axioms: [propext, Classical.choice, Quot.sound]
'IdealSolarCell.voltage_at_maximum' depends on axioms: [propext, Classical.choice, Quot.sound]
```

Q: Show me numbers.

A: Start from the answer, so that no equation has to be solved. Let \(m = 20\). The maximum-power equation then fixes the ratio of the currents:

\[
\frac{I_L}{I_0} = 21\,e^{20} - 1 \approx 1.02 \times 10^{10}.
\]

The open-circuit voltage is \(V_{oc} = 20 + \ln 21 \approx 23.04\), and the lower end of the bracket is \(23.04 - \ln 24.04 \approx 19.86\). So the bracket places \(m\) between \(19.86\) and \(23.04\), with the true value close to the lower end.

The current at the operating point is \(20\,I_0e^{20}\), which is about \(20/21\), or 95 per cent, of the photocurrent. The power is \(400\,I_0e^{20}\).

Q: And if my controller settles one thermal voltage too high?

A: At \(v = 21\) the power is

\[
P(21) = 21\,I_0\left(21\,e^{20} - e^{21}\right) = 21\,(21 - e)\,I_0e^{20} \approx 383.9\,I_0e^{20}.
\]

The loss is about \(16.1\,I_0e^{20}\), or 4 per cent of the maximum. The mismatch bound promises a loss of at least \(1\,I_0e^{20}\). It is correct but far from sharp, because the proof drops the gap between the exponential and its tangent, and that gap enters the loss multiplied by \(I_0v\). Smaller mismatches do not cure this: close to \(m\) the loss is about \((1+m/2)\,I_0e^{m}(v-m)^2\), which for \(m = 20\) is eleven times the bound. The bound limits the loss only from below, so it cannot be used to certify that a given mismatch is harmless.

Q: My remaining doubt is about the cell itself. Real devices have contacts and leaks.

A: That doubt is justified. The model has no series resistance and no shunt path. The photocurrent does not depend on the bias, and the temperature is fixed, so neither \(I_0\) nor the voltage unit changes along the curve. There is a single diode with ideality factor one. A different constant ideality factor can be absorbed by measuring \(v\) in units of that factor times the thermal voltage, but two diodes with different factors do not fit this form.

Q: And the conditions \(I_L > 0\) and \(I_0 > 0\)?

A: The first says that the cell is illuminated. In the dark, \(V_{oc}\) would be zero and there would be no interval in which to deliver power. The second says that the junction conducts in forward bias, which is what makes the current fall as the voltage rises. Both are inputs to the theorem; neither is derived from the device physics.
